# Single-scattering absences of an n_p screw axis: 00l vanishes unless n/gcd(n,p) divides l

A crystal with a screw axis along z is turned so that the reflections 00l can be recorded one after another. Some are missing, whatever atoms the crystal contains. Which ones is settled by the heights of symmetry-equivalent atoms, under the conditions below.

## Equivalent atoms scatter alike

In fractional coordinates, one n_p screw step applies a map W to (x, y) and raises z by p/n. For a real screw axis W is the n-fold rotation, but the results hold for any W. The structure factor F(hkl) adds finitely many atoms a, with complex amplitudes f_a, over the images j = 0, …, n−1.

```lean
import Mathlib

open Finset
open scoped Real

namespace ScrewAxisAbsences

noncomputable section

/-- The screw operation `n_p` along z in fractional coordinates `((x, y), z)`, for `n ≥ 1`:
a map `W` acts on the plane and the height grows by `p / n`. -/
def screw (W : ℝ × ℝ → ℝ × ℝ) (n : ℕ) (p : ℤ) (r : (ℝ × ℝ) × ℝ) : (ℝ × ℝ) × ℝ :=
  (W r.1, r.2 + (p : ℝ) / n)

/-- The structure factor at `hkl` of atoms with amplitudes `f a` at positions `r a`, each
repeated by the first `n` powers of the screw operation `n_p`, for `n ≥ 1`. -/
def structureFactor {ι : Type*} [Fintype ι] (W : ℝ × ℝ → ℝ × ℝ) (n : ℕ) (p : ℤ)
    (f : ι → ℂ) (r : ι → (ℝ × ℝ) × ℝ) (h k l : ℤ) : ℂ :=
  ∑ a, f a * ∑ j ∈ range n, Complex.exp (2 * π * Complex.I *
    (h * (((screw W n p)^[j] (r a)).1.1 : ℂ) + k * (((screw W n p)^[j] (r a)).1.2 : ℂ)
      + l * (((screw W n p)^[j] (r a)).2 : ℂ)))
```

Symmetry-equivalent atoms are assumed to scatter equally. By hand, this lets f_a stand in front of the sum over j; in Lean it is built into `structureFactor`. With unequal amplitudes f₀ and f₁ on a 2_1 axis, 001 would have modulus |f₀ − f₁|, which is not zero. For a real screw axis, an atom whose images coincide modulo the lattice is counted repeatedly, which only rescales its amplitude.

## Whole-number p and l

For a real screw axis, where Wⁿ is the identity, an integer p means that n steps end on a lattice translation; in a primitive cell, an integer l means that the reflection is a reciprocal-lattice point. The orbit sum and the phase gained per step are

S = Σ_{j<n} exp(2πi l(z + jp/n))

ω = exp(2πi lp/n)

and `screwSum` and `stepPhase` express them with `p l : ℤ` and `z : ℝ`.

```lean
/-- The orbit sum of the phases `exp (2πi l (z + j p / n))` over `j < n`, for `n ≥ 1`. -/
def screwSum (n : ℕ) (p l : ℤ) (z : ℝ) : ℂ :=
  ∑ j ∈ range n, Complex.exp (2 * π * Complex.I * l * (z + j * p / n))

/-- The phase `exp (2πi l p / n)` gained by the reflection `00l` in one screw step,
for `n ≥ 1`. -/
def stepPhase (n : ℕ) (p l : ℤ) : ℂ :=
  Complex.exp (2 * π * Complex.I * (l * p / n))
```

Induction on j gives the height z + jp/n:

```lean
/-- After `j` screw operations an atom has risen by `j p / n`. -/
theorem screw_iterate_height (W : ℝ × ℝ → ℝ × ℝ) (n : ℕ) (p : ℤ) (r : (ℝ × ℝ) × ℝ) (j : ℕ) :
    ((screw W n p)^[j] r).2 = r.2 + j * p / n := by
  induction j with
  | zero => simp
  | succ j ih =>
    rw [Function.iterate_succ_apply']
    change ((screw W n p)^[j] r).2 + (p : ℝ) / n = _
    rw [ih]
    push_cast
    ring
```

Since exp(2πi t) = 1 exactly when t is an integer, ω = 1 exactly when n divides lp. `Complex.exp_eq_one_iff` supplies that integer.

```lean
/-- For `n ≥ 1`, the phase factor `exp (2πi l p / n)` gained by `00l` in one screw step is `1`
exactly when `n` divides `l p`. -/
theorem stepPhase_eq_one_iff {n : ℕ} (hn : 0 < n) (p l : ℤ) :
    stepPhase n p l = 1 ↔ (n : ℤ) ∣ l * p := by
  have hn' : (n : ℂ) ≠ 0 := Nat.cast_ne_zero.mpr hn.ne'
  rw [stepPhase, Complex.exp_eq_one_iff]
  constructor
  · rintro ⟨m, hm⟩
    have h1 : (l : ℂ) * p / n = m :=
      mul_left_cancel₀ Complex.two_pi_I_ne_zero (by rw [hm]; ring)
    rw [div_eq_iff hn'] at h1
    have h2 : ((l * p : ℤ) : ℂ) = ((n * m : ℤ) : ℂ) := by
      push_cast
      rw [h1]
      ring
    exact ⟨m, by exact_mod_cast h2⟩
  · rintro ⟨m, hm⟩
    have h1 : (l : ℂ) * p = n * m := by exact_mod_cast hm
    refine ⟨m, ?_⟩
    rw [h1, mul_div_cancel_left₀ _ hn']
    ring
```

Now let g = gcd(n,p), n = ga and p = gb, with integers a and b (here a does not label an atom). Bézout's identity gives integers u, v with g = nu + pv. If lp = nm, then

lg = n(lu + mv) = ga(lu + mv),

so l = a(lu + mv). Conversely, l = am gives lp = nmb. Hence n divides lp exactly when a = n/g divides l. The two `linear_combination` calls check these identities.

```lean
/-- For `n ≥ 1`, `n` divides `l p` exactly when `l` is a multiple of `n / gcd(n, p)`. -/
theorem dvd_mul_iff_reduced {n : ℕ} (hn : 0 < n) (p l : ℤ) :
    (n : ℤ) ∣ l * p ↔ ((n / Int.gcd n p : ℕ) : ℤ) ∣ l := by
  have hg : 0 < Int.gcd n p := Int.gcd_pos_of_ne_zero_left _ (by omega)
  have hgZ : (Int.gcd n p : ℤ) ≠ 0 := by exact_mod_cast hg.ne'
  obtain ⟨a, ha⟩ : Int.gcd n p ∣ n := Int.natCast_dvd_natCast.mp (Int.gcd_dvd_left ..)
  obtain ⟨b, hb⟩ : (Int.gcd n p : ℤ) ∣ p := Int.gcd_dvd_right ..
  have haZ : (n : ℤ) = (Int.gcd n p : ℤ) * a := by exact_mod_cast ha
  have hq : n / Int.gcd n p = a := Nat.div_eq_of_eq_mul_right hg ha
  -- Bézout's identity for the greatest common divisor
  have bez := Int.gcd_eq_gcd_ab n p
  rw [hq]
  constructor
  · rintro ⟨m, hm⟩
    refine ⟨l * Int.gcdA n p + m * Int.gcdB n p, mul_left_cancel₀ hgZ ?_⟩
    linear_combination l * bez + Int.gcdB n p * hm
      + (l * Int.gcdA n p + m * Int.gcdB n p) * haZ
  · rintro ⟨m, hm⟩
    exact ⟨m * b, by linear_combination p * hm + a * m * hb - m * b * haZ⟩
```

Integrality also gives ωⁿ = exp(2πi lp) = 1. Between lattice points this can fail: for a 2_1 axis at l = 1/2, |S| = |1 + i| = √2.

## At least one image, n ≥ 1

The hypothesis `hn : 0 < n` says that the orbit contains an atom. Factoring out the first phase gives

S = exp(2πi lz) (1 + ω + … + ωⁿ⁻¹).

```lean
/-- The orbit sum is the phase of the first atom times a geometric sum in the step phase. -/
theorem screwSum_eq_geom (n : ℕ) (p l : ℤ) (z : ℝ) :
    screwSum n p l z =
      Complex.exp (2 * π * Complex.I * l * z) * ∑ j ∈ range n, stepPhase n p l ^ j := by
  rw [screwSum, mul_sum]
  refine sum_congr rfl fun j _ => ?_
  rw [stepPhase, ← Complex.exp_nat_mul, ← Complex.exp_add]
  congr 1
  ring
```

If ω = 1, the bracket is n and |S| = n, because the prefactor has modulus 1. If ω ≠ 1, then

(1 + ω + … + ωⁿ⁻¹)(ω − 1) = ωⁿ − 1 = 0,

so the bracket vanishes. The proof uses `geom_sum_mul` for this identity, and `hn` to divide by n, to make g positive and to conclude that n is a nonzero factor. For n = 0 the sum is empty, and the rule would wrongly predict a nonzero value at l = 0.

```lean
/-- Screw-axis reflection condition: for `n ≥ 1` the orbit sum of an `n_p` screw is nonzero
if and only if `l` is a multiple of `n / gcd(n, p)`, and then it has modulus `n`. -/
theorem screwSum_ne_zero_iff {n : ℕ} (hn : 0 < n) (p l : ℤ) (z : ℝ) :
    (screwSum n p l z ≠ 0 ↔ ((n / Int.gcd n p : ℕ) : ℤ) ∣ l) ∧
      (((n / Int.gcd n p : ℕ) : ℤ) ∣ l → ‖screwSum n p l z‖ = n) := by
  have hn' : (n : ℂ) ≠ 0 := Nat.cast_ne_zero.mpr hn.ne'
  rw [← dvd_mul_iff_reduced hn, ← stepPhase_eq_one_iff hn, screwSum_eq_geom]
  -- in phase: all n terms are equal
  have hin : stepPhase n p l = 1 → ∑ j ∈ range n, stepPhase n p l ^ j = (n : ℂ) := by
    intro h
    simp [h]
  refine ⟨⟨fun hne => ?_, fun h => ?_⟩, fun h => ?_⟩
  · -- out of phase: the geometric sum runs over a full period and vanishes
    by_contra h
    have hpow : stepPhase n p l ^ n = 1 := by
      rw [stepPhase, ← Complex.exp_nat_mul, Complex.exp_eq_one_iff]
      refine ⟨l * p, ?_⟩
      push_cast
      field_simp
    have hgeom := geom_sum_mul (stepPhase n p l) n
    rw [hpow, sub_self] at hgeom
    have hzero := (mul_eq_zero.mp hgeom).resolve_right (sub_ne_zero.mpr h)
    exact hne (by rw [hzero, mul_zero])
  · rw [hin h]
    exact mul_ne_zero (Complex.exp_ne_zero _) hn'
  · have harg : 2 * π * Complex.I * l * z = ((2 * π * l * z : ℝ) : ℂ) * Complex.I := by
      push_cast
      ring
    rw [hin h, norm_mul, harg, Complex.norm_exp_ofReal_mul_I, one_mul, Complex.norm_natCast]
```

## Staying on the 00l row

With h = k = 0 the in-plane coordinates leave the phase, and F(00l) = Σ_a f_a S(z_a). `structureFactor_axial` proves this using the height formula.

```lean
/-- For the axial reflections `00l` the structure factor is the sum of the atomic amplitudes
times the orbit sums at the atomic heights. -/
theorem structureFactor_axial {ι : Type*} [Fintype ι] (W : ℝ × ℝ → ℝ × ℝ) (n : ℕ) (p : ℤ)
    (f : ι → ℂ) (r : ι → (ℝ × ℝ) × ℝ) (l : ℤ) :
    structureFactor W n p f r 0 0 l = ∑ a, f a * screwSum n p l (r a).2 := by
  unfold structureFactor screwSum
  refine sum_congr rfl fun a _ => ?_
  congr 1
  refine sum_congr rfl fun j _ => ?_
  rw [screw_iterate_height]
  congr 1
  push_cast
  ring
```

Off the row the rule can fail: a 2_1 axis with W(x, y) = (−x, −y) gives, at 101, an orbit sum of modulus 2|sin 2πx|.

The hypothesis `hl` says that n/g does not divide l. Each orbit sum is then zero, and so is F. Without `hl`, F = n Σ_a f_a exp(2πi lz_a), which may still cancel between different atoms.

```lean
/-- Systematic absence: for `n ≥ 1`, if `l` is not a multiple of `n / gcd(n, p)`, the
structure factor at `00l` vanishes for all atomic amplitudes and positions. -/
theorem systematic_absence {ι : Type*} [Fintype ι] (W : ℝ × ℝ → ℝ × ℝ) {n : ℕ} (hn : 0 < n)
    (p : ℤ) (f : ι → ℂ) (r : ι → (ℝ × ℝ) × ℝ) {l : ℤ}
    (hl : ¬ ((n / Int.gcd n p : ℕ) : ℤ) ∣ l) :
    structureFactor W n p f r 0 0 l = 0 := by
  rw [structureFactor_axial]
  refine sum_eq_zero fun a _ => ?_
  have h0 : screwSum n p l (r a).2 = 0 := by
    by_contra h
    exact hl ((screwSum_ne_zero_iff hn p l (r a).2).1.mp h)
  rw [h0, mul_zero]
```

This gives a check on single-scattering simulations in which the sites form complete screw orbits and equivalent sites have equal amplitudes: forbidden 00l intensities should vanish up to rounding. Multiple scattering is not modelled.

## Two hexagonal axes and a glide plane

For 6_3, n/g = 2, so exactly the even l have a nonzero orbit sum.

```lean
/-- For a `6_3` screw axis the orbit sum at `00l` is nonzero exactly when `l` is even. -/
theorem six_three_condition (l : ℤ) (z : ℝ) : screwSum 6 3 l z ≠ 0 ↔ Even l := by
  have h := (screwSum_ne_zero_iff (n := 6) (by norm_num) 3 l z).1
  have h2 : 6 / Int.gcd ((6 : ℕ) : ℤ) 3 = 2 := by decide
  rw [h2] at h
  rw [even_iff_two_dvd]
  exact_mod_cast h

end

end ScrewAxisAbsences
```

```lean
#print axioms ScrewAxisAbsences.systematic_absence
#print axioms ScrewAxisAbsences.six_three_condition
```

```
'ScrewAxisAbsences.systematic_absence' depends on axioms: [propext, Classical.choice, Quot.sound]
'ScrewAxisAbsences.six_three_condition' depends on axioms: [propext, Classical.choice, Quot.sound]
```

For 6_4, n/g = 3. At l = 1 and z = 0, ω = exp(4πi/3), and the six terms are two copies of

1 + (−1/2 − i√3/2) + (−1/2 + i√3/2) = 0.

At l = 3 all six terms are 1, and the sum is 6.

The same argument by hand treats a glide plane (x, y, z) → (x, −y, z + 1/2). At h0l the two images contribute exp(2πi(hx + lz))(1 + (−1)^l), so odd l are absent.
